# CABS equals CABS+ exactly when the orbital projector maps the auxiliary space into itself

Let \(U\) be the space spanned by an orbital basis, \(A\) the space spanned by an auxiliary basis, and \(P\) the orthogonal projector onto \(U\). Then

\[
A\cap U^\perp=(U+A)\cap U^\perp
\quad\Longleftrightarrow\quad
Pa\in A\ \text{ for every } a\in A .
\]

The left-hand space is the complementary auxiliary basis set (CABS) space, and the right-hand one is its CABS+ variant. In explicitly correlated methods, either can supply the functions outside \(U\) that enter an approximate resolution of the identity. The theorem says when the two choices span the same one-particle space; it does not estimate the error that a finite auxiliary basis leaves in an energy.

## Orbital and auxiliary functions as vectors

One-particle functions are vectors in an inner-product space \(E\) over the real or complex numbers, written `𝕜` in Lean. The assumption `RCLike 𝕜` covers both cases. The dimension of \(E\) is not restricted.

```lean
import Mathlib

open scoped InnerProductSpace

namespace ComplementaryAuxiliaryBasis

variable {𝕜 E : Type*} [RCLike 𝕜] [NormedAddCommGroup E] [InnerProductSpace 𝕜 E]
```

## Two complements of the orbital space

The space \(U\) contains everything the orbital basis can represent, virtual orbitals as well as occupied ones. Its orthogonal complement \(U^\perp\) consists of the functions with zero overlap with all of \(U\).

CABS keeps the auxiliary functions that already lie in this complement:

\[
\mathrm{CABS}=A\cap U^\perp .
\]

In Lean, `Submodule 𝕜 E` is the type of linear subspaces, `⊓` is intersection and `Uᗮ` is \(U^\perp\). The definition concerns a space, so no choice of basis or orthonormalisation enters.

```lean
/-- The CABS space: functions of the auxiliary space `A` that are orthogonal to the
orbital space `U`. -/
def cabs (U A : Submodule 𝕜 E) : Submodule 𝕜 E := A ⊓ Uᗮ
```

CABS+ first joins the two spaces and then takes the part orthogonal to the orbitals:

\[
\mathrm{CABS+}=(U+A)\cap U^\perp .
\]

The symbol `⊔` is the sum of subspaces, that is, the span of the merged basis.

```lean
/-- The CABS+ space: functions of the union space `U + A` that are orthogonal to the
orbital space `U`. -/
def cabsPlus (U A : Submodule 𝕜 E) : Submodule 𝕜 E := (U ⊔ A) ⊓ Uᗮ
```

A program that merges the orbital and auxiliary functions before removing the orbital space therefore constructs CABS+, even if its documentation calls the result simply CABS, as is often done. Here the two names always refer to the two definitions above. One common route orthonormalises the merged set, forms its overlap matrix with the orbitals, and takes the null space from a singular value decomposition.

## CABS+ as projected auxiliary functions

Every element of CABS+ is an auxiliary function with its orbital component removed:

\[
\mathrm{CABS+}=\{a-Pa : a\in A\}.
\]

To see this, take \(x\) in CABS+ and write \(x=u+a\) with \(u\in U\) and \(a\in A\). Since \(x\perp U\), the decomposition \(a=(-u)+x\) splits \(a\) into a part in \(U\) and a part orthogonal to \(U\). Such a split is unique, so \(Pa=-u\) and \(x=a-Pa\). Conversely, \(a-Pa\) lies in \(U+A\) and is orthogonal to \(U\).

The projector is `U.starProjection`. The hypothesis `U.HasOrthogonalProjection` says that every function in \(E\) has an orbital component and an orthogonal remainder; this is automatic for a finite orbital basis. The proof obtains \(Pa=-u\) from `Submodule.eq_starProjection_of_mem_orthogonal`, which is the uniqueness of the split.

```lean
/-- The CABS+ space consists exactly of the auxiliary functions with their orbital
component projected out, `a - P a` with `a` in `A`. -/
theorem mem_cabsPlus_iff (U A : Submodule 𝕜 E) [U.HasOrthogonalProjection] (x : E) :
    x ∈ cabsPlus U A ↔ ∃ a ∈ A, a - U.starProjection a = x := by
  rw [cabsPlus, Submodule.mem_inf]
  constructor
  · rintro ⟨hx, hxo⟩
    obtain ⟨u, hu, a, ha, rfl⟩ := Submodule.mem_sup.mp hx
    -- since `u + a` is orthogonal to `U`, the orbital component of `a` is `-u`
    have hort : a - -u ∈ Uᗮ := by
      have e : a - -u = u + a := by abel
      rw [e]
      exact hxo
    have hP : U.starProjection a = -u :=
      Submodule.eq_starProjection_of_mem_orthogonal (U.neg_mem hu) hort
    refine ⟨a, ha, ?_⟩
    rw [hP]
    abel
  · rintro ⟨a, ha, rfl⟩
    exact ⟨Submodule.sub_mem _ (Submodule.mem_sup_right ha)
      (Submodule.mem_sup_left (U.starProjection_apply_mem a)),
      U.sub_starProjection_mem_orthogonal a⟩
```

## The invariance criterion

Suppose the two spaces agree, and take \(a\in A\). The remainder \(a-Pa\) belongs to CABS+, hence to CABS, and so to \(A\). Therefore

\[
Pa=a-(a-Pa)\in A .
\]

Now suppose that \(P\) maps \(A\) into \(A\). The inclusion of CABS in CABS+ always holds, because \(A\subseteq U+A\). For the reverse inclusion, any element of CABS+ has the form \(a-Pa\). Both terms lie in \(A\), so the difference does too, and it is orthogonal to \(U\). It therefore belongs to CABS.

The Lean statement is this equivalence, with equality of subspaces on the left. Its first half uses `sub_sub_cancel` for the displayed identity; its second half proves the two inclusions through `le_antisymm`.

```lean
/-- CABS and CABS+ are the same space if and only if the projector onto the orbital
space maps the auxiliary space into itself. -/
theorem cabs_eq_cabsPlus_iff (U A : Submodule 𝕜 E) [U.HasOrthogonalProjection] :
    cabs U A = cabsPlus U A ↔ ∀ a ∈ A, U.starProjection a ∈ A := by
  constructor
  · intro h a ha
    have h1 : a - U.starProjection a ∈ cabs U A := by
      rw [h]
      exact (mem_cabsPlus_iff U A _).mpr ⟨a, ha, rfl⟩
    rw [cabs, Submodule.mem_inf] at h1
    -- `P a` is the difference of two auxiliary functions
    have h2 := A.sub_mem ha h1.1
    rwa [sub_sub_cancel] at h2
  · intro h
    apply le_antisymm
    · exact inf_le_inf_right _ le_sup_right
    · intro x hx
      obtain ⟨a, ha, rfl⟩ := (mem_cabsPlus_iff U A x).mp hx
      rw [cabs, Submodule.mem_inf]
      exact ⟨A.sub_mem ha (h a ha), U.sub_starProjection_mem_orthogonal a⟩
```

## Splitting the auxiliary space

The criterion also has a geometric form:

\[
A=(A\cap U)+(A\cap U^\perp).
\]

If \(Pa\in A\), then \(a=Pa+(a-Pa)\) provides the required split, with both parts in \(A\). Conversely, if \(a=u+v\) with \(u\in A\cap U\) and \(v\in A\cap U^\perp\), then \(Pa=u\), which lies in \(A\).

Thus the auxiliary space must be made of functions the orbital basis already represents and functions orthogonal to it. A function with components of both kinds is allowed only if each component is separately available in \(A\). The proof starts from the invariance criterion and checks these two directions.

```lean
/-- If the orthogonal projector onto the orbital space exists, CABS and CABS+ are the same space if
and only if the auxiliary space is the sum of its part inside the orbital space and its part
orthogonal to the orbital space. -/
theorem cabs_eq_cabsPlus_iff_splits (U A : Submodule 𝕜 E) [U.HasOrthogonalProjection] :
    cabs U A = cabsPlus U A ↔ (A ⊓ U) ⊔ (A ⊓ Uᗮ) = A := by
  rw [cabs_eq_cabsPlus_iff]
  constructor
  · intro h
    apply le_antisymm (sup_le inf_le_left inf_le_left)
    intro a ha
    -- split `a` into its orbital component and the remainder
    exact Submodule.mem_sup.mpr ⟨U.starProjection a,
      Submodule.mem_inf.mpr ⟨h a ha, U.starProjection_apply_mem a⟩,
      a - U.starProjection a,
      Submodule.mem_inf.mpr ⟨A.sub_mem ha (h a ha), U.sub_starProjection_mem_orthogonal a⟩,
      add_sub_cancel _ _⟩
  · intro h a ha
    rw [← h] at ha
    obtain ⟨u, hu, v, hv, rfl⟩ := Submodule.mem_sup.mp ha
    rw [Submodule.mem_inf] at hu hv
    have hort : u + v - u ∈ Uᗮ := by
      rw [add_sub_cancel_left]
      exact hv.2
    have hP : U.starProjection (u + v) = u :=
      Submodule.eq_starProjection_of_mem_orthogonal hu.2 hort
    rw [hP]
    exact hu.1
```

## Commuting projectors

Let \(Q\) be the orthogonal projector onto \(A\). The two constructions agree exactly when

\[
PQ=QP .
\]

Assume first that \(P\) maps \(A\) into itself, and let \(x\) be any function. For every \(a\in A\), Hermiticity of \(P\) gives

\[
\langle a,\,Px-PQx\rangle
=\langle a,\,P(x-Qx)\rangle
=\langle Pa,\,x-Qx\rangle=0,
\]

because \(Pa\in A\) and \(x-Qx\perp A\). So \(Px\) is the sum of \(PQx\), which lies in \(A\), and a remainder orthogonal to \(A\). By uniqueness of the split, \(QPx=PQx\).

If the projectors commute and \(a\in A\), then \(Qa=a\), and \(Pa=PQa=QPa\) lies in \(A\).

Lean states commutation pointwise, for every `x`. This version also assumes `A.HasOrthogonalProjection`, which again holds for a finite basis; the earlier criteria need a projector only for \(U\).

```lean
/-- CABS and CABS+ are the same space if and only if the orthogonal projectors onto the
orbital space and onto the auxiliary space commute. -/
theorem cabs_eq_cabsPlus_iff_commute (U A : Submodule 𝕜 E)
    [U.HasOrthogonalProjection] [A.HasOrthogonalProjection] :
    cabs U A = cabsPlus U A ↔
      ∀ x, U.starProjection (A.starProjection x) = A.starProjection (U.starProjection x) := by
  rw [cabs_eq_cabsPlus_iff]
  constructor
  · intro h x
    -- the orbital projector is Hermitian, so it also preserves the complement of `A`
    have hort : U.starProjection x - U.starProjection (A.starProjection x) ∈ Aᗮ := by
      rw [← map_sub, Submodule.mem_orthogonal]
      intro a ha
      rw [← Submodule.inner_starProjection_left_eq_right]
      exact (A.mem_orthogonal _).mp (A.sub_starProjection_mem_orthogonal x) _ (h a ha)
    exact (Submodule.eq_starProjection_of_mem_orthogonal
      (h _ (A.starProjection_apply_mem x)) hort).symm
  · intro h a ha
    have hA : A.starProjection a = a := Submodule.starProjection_eq_self_iff.mpr ha
    have h1 := h a
    rw [hA] at h1
    rw [h1]
    exact A.starProjection_apply_mem _
```

In a calculation with finite, orthonormalised bases for \(U\) and \(A\), the criterion can be read from their mutual overlap matrix: the projectors commute when all its singular values are 0 or 1. An intermediate value signals an auxiliary direction that is partly inside the orbital space, and there CABS and CABS+ differ.

## Auxiliary bases that contain the orbital basis

If \(U\subseteq A\), then \(U+A=A\), and the two definitions coincide at once:

\[
(U+A)\cap U^\perp=A\cap U^\perp .
\]

The hypothesis `U ≤ A` means inclusion of the spanned spaces. Having more auxiliary functions than orbital functions is not enough: every orbital basis function must be a linear combination of auxiliary functions. No projector is needed here, and the proof simply replaces the sum by \(A\).

```lean
/-- If the auxiliary space contains the orbital space, CABS and CABS+ are the same
space. -/
theorem cabs_eq_cabsPlus_of_le (U A : Submodule 𝕜 E) (h : U ≤ A) :
    cabs U A = cabsPlus U A := by
  rw [cabs, cabsPlus, sup_eq_right.mpr h]
```

## One auxiliary function with partial overlap

The smallest disagreement needs only one auxiliary function \(a\), with \(A=\operatorname{span}\{a\}\). Suppose \(a\) is neither in \(U\) nor orthogonal to \(U\).

An element of CABS is a multiple \(ca\) that is orthogonal to \(U\). If \(c\ne0\), then \(a\) itself would be orthogonal to \(U\), contrary to assumption. Hence \(c=0\), and CABS is zero. CABS+, however, contains \(a-Pa\). This is nonzero, since \(a=Pa\) would place \(a\) in \(U\).

For a concrete instance, let \(U\) be spanned by one normalised orbital \(\varphi\), let \(a\) be normalised, and put \(s=\langle\varphi,a\rangle\) with \(0<|s|<1\). The function retained by CABS+ is

\[
a-s\varphi,\qquad \|a-s\varphi\|^2=1-|s|^2 .
\]

CABS discards it however small the nonzero overlap \(s\) may be, whereas at \(s=0\) both constructions keep \(a\). As \(|s|\to1\), the CABS+ remainder becomes short, and a program may remove it as a near linear dependence. As \(s\to0\), a program that treats small singular values of the overlap matrix as zero may keep \(a\) in CABS. Such thresholds affect the computed spaces, while the theorems concern exact subspaces.

In Lean, `Submodule.span 𝕜 {a}` is the one-function auxiliary space and `⊥` is the zero subspace. The two parts of the proof follow the two arguments above: a case distinction on `c`, then the contradiction from a vanishing remainder.

```lean
/-- If the orthogonal projector onto the orbital space exists, then for a single auxiliary function
that is neither in the orbital space nor orthogonal to it, the CABS space is zero while the CABS+
space is not. -/
theorem single_function_cabs_ne (U : Submodule 𝕜 E) [U.HasOrthogonalProjection] (a : E)
    (hU : a ∉ U) (hUo : a ∉ Uᗮ) :
    cabs U (Submodule.span 𝕜 {a}) = ⊥ ∧ cabsPlus U (Submodule.span 𝕜 {a}) ≠ ⊥ := by
  constructor
  · rw [Submodule.eq_bot_iff]
    intro x hx
    rw [cabs, Submodule.mem_inf] at hx
    obtain ⟨c, rfl⟩ := Submodule.mem_span_singleton.mp hx.1
    by_cases hc : c = 0
    · rw [hc, zero_smul]
    · -- a nonzero multiple of `a` orthogonal to `U` would make `a` orthogonal to `U`
      exact absurd ((Submodule.smul_mem_iff _ hc).mp hx.2) hUo
  · intro h
    have h1 : a - U.starProjection a ∈ cabsPlus U (Submodule.span 𝕜 {a}) :=
      (mem_cabsPlus_iff U _ _).mpr ⟨a, Submodule.mem_span_singleton_self a, rfl⟩
    rw [h, Submodule.mem_bot, sub_eq_zero] at h1
    -- a vanishing remainder would place `a` in the orbital space
    exact hU (Submodule.starProjection_eq_self_iff.mp h1.symm)

end ComplementaryAuxiliaryBasis
```

```lean
#print axioms ComplementaryAuxiliaryBasis.cabs_eq_cabsPlus_iff
#print axioms ComplementaryAuxiliaryBasis.cabs_eq_cabsPlus_iff_splits
#print axioms ComplementaryAuxiliaryBasis.cabs_eq_cabsPlus_of_le
#print axioms ComplementaryAuxiliaryBasis.single_function_cabs_ne
```

```
'ComplementaryAuxiliaryBasis.cabs_eq_cabsPlus_iff' depends on axioms: [propext, Classical.choice, Quot.sound]
'ComplementaryAuxiliaryBasis.cabs_eq_cabsPlus_iff_splits' depends on axioms: [propext, Classical.choice, Quot.sound]
'ComplementaryAuxiliaryBasis.cabs_eq_cabsPlus_of_le' depends on axioms: [propext, Classical.choice, Quot.sound]
'ComplementaryAuxiliaryBasis.single_function_cabs_ne' depends on axioms: [propext, Classical.choice, Quot.sound]
```
